# The Berthelot pressure and the van der Waals entropy share a free energy only when the attraction vanishes

A van der Waals fluid has an attraction term $-a/V^2$ in its pressure and an entropy that depends on volume only through the free volume $V-b$. Suppose that the attraction should weaken on heating. A simple modification divides the attraction term by the temperature, which gives the Berthelot pressure

$$p(T,V)=\frac{kT}{V-b}-\frac{a}{TV^2}.$$

Suppose also that the entropy is left as it was for the van der Waals fluid,

$$S(T,V)=k\log(V-b)+c\log T.$$

Here $T>0$ is the temperature and $V>b$ the volume, both as numbers in fixed units. The constant $k$ is the particle number times Boltzmann's constant, $b\ge 0$ is the volume excluded by the particles, $a$ measures the attraction, and $c$ is the heat capacity at constant volume that belongs to $S$. Do this pressure and this entropy still describe one and the same fluid?

Only if there is a Helmholtz free energy $F(T,V)$ with $\partial F/\partial V=-p$ and $\partial F/\partial T=-S$ at every state. For $b\ge 0$ and any real $a$, $k$, $c$, such an $F$ exists if and only if $a=0$. In particular there is none for an attractive fluid with $a>0$ and $k>0$. The fault lies in the pairing: the Berthelot pressure has a free energy of its own, with a different entropy.

In simulation practice the same question arises when pressure and entropy are fitted separately; the result answers it for this one analytic model of a fluid with a fixed number of particles.

## The mismatch in the Maxwell relation

If $F$ is twice continuously differentiable, its mixed second derivatives agree, and therefore $\partial p/\partial T=\partial S/\partial V$. For the proposed pair,

$$\frac{\partial p}{\partial T}=\frac{k}{V-b}+\frac{a}{T^2V^2},\qquad \frac{\partial S}{\partial V}=\frac{k}{V-b}.$$

The difference $a/(T^2V^2)$ is nonzero at every state when $a\neq0$. The temperature-dependent attraction contributes to $\partial p/\partial T$, and the entropy has no term to match it.

## Comparing two free energies with the same pressure

A second argument uses only first derivatives of $F$, and it also shows how any entropy compatible with the pressure must depend on volume. Let $F$ and $F_0$ be free energies with the same pressure $p$ and with entropies $S$ and $S_0$. At fixed $T$,

$$\frac{\partial}{\partial V}(F-F_0)=-p+p=0,$$

so for any two volumes $V,W>b$,

$$F(T,V)-F_0(T,V)=F(T,W)-F_0(T,W).$$

This holds for every $T>0$, so both sides may be differentiated with respect to $T$. After a change of sign,

$$S(T,V)-S_0(T,V)=S(T,W)-S_0(T,W).$$

The two entropies therefore differ by a function of temperature alone.

For the comparison, take

$$F_0(T,V)=-kT\log(V-b)-\frac{a}{TV}-c\,(T\log T-T).$$

Its volume derivative is

$$\frac{\partial F_0}{\partial V}=-\frac{kT}{V-b}+\frac{a}{TV^2}=-p.$$

Since the derivative of $T\log T-T$ is $\log T$, its temperature derivative is

$$\frac{\partial F_0}{\partial T}=-k\log(V-b)+\frac{a}{T^2V}-c\log T,$$

and the entropy of $F_0$ is

$$S_0(T,V)=k\log(V-b)+c\log T-\frac{a}{T^2V}.$$

Now suppose that the van der Waals entropy $S$ also had a free energy with the Berthelot pressure. Then $S-S_0=a/(T^2V)$ would be independent of $V$. At $T=1$ and the volumes $b+1$ and $b+2$ this reads

$$\frac{a}{b+1}=\frac{a}{b+2}.$$

Cross-multiplication gives $a(b+2)=a(b+1)$, hence $a=0$. Conversely, if $a=0$ then $S_0=S$, and $F_0$ is the required free energy.

The same comparison applies to an arbitrary entropy $S$ that is compatible with the Berthelot pressure. Taking $c=0$ in $S_0$, one finds

$$S(T,V)=k\log(V-b)-\frac{a}{T^2V}+s(T)$$

for some function $s$ of temperature.

## A closed loop with numbers

Take $k=1$, $b=1$, $a=2$ in dimensionless units, and leave $c$ arbitrary. A free energy must return to its initial value around the rectangle with temperatures 1 and 2 and volumes 2 and 4. With $dF=-p\,dV-S\,dT$, the four sides contribute as follows.

- At $T=1$, from $V=2$ to $V=4$: $-\int_2^4\left(\frac{1}{V-1}-\frac{2}{V^2}\right)dV=\frac12-\log 3$.
- At $V=4$, from $T=1$ to $T=2$: $-\int_1^2(\log 3+c\log T)\,dT=-\log 3-c(2\log 2-1)$.
- At $T=2$, from $V=4$ to $V=2$: $\int_2^4\left(\frac{2}{V-1}-\frac{1}{V^2}\right)dV=2\log 3-\frac14$.
- At $V=2$, from $T=2$ to $T=1$: $\int_1^2(\log 1+c\log T)\,dT=c(2\log 2-1)$.

The logarithms and the terms in $c$ cancel, and the sum is $\frac14$ instead of $0$. No function $F$ can have these changes.

## Pressure, entropy and free energy as real functions

The development in Lean begins with Mathlib and a namespace.

```lean
import Mathlib

noncomputable section

namespace BerthelotConsistency
```

The pressure is a real-valued function of the parameters `a`, `b`, `k` and of the state `T`, `V`. The restrictions on temperature and volume are not part of the definition; they appear as hypotheses of the theorems.

```lean
/-- The Berthelot pressure `kT/(V-b) - a/(TV²)`, for `T > 0` and `V > b ≥ 0`. -/
def berthelotPressure (a b k T V : ℝ) : ℝ := k * T / (V - b) - a / (T * V ^ 2)
```

The proposed entropy is defined in the same way. `Real.log` is the natural logarithm, and the choice of units for $T$ and $V$ only shifts the entropy by a constant.

```lean
/-- The van der Waals form of the entropy, `k log(V-b) + c log T`,
for `T > 0` and `V > b`. -/
def vdwEntropy (b k c T V : ℝ) : ℝ := k * Real.log (V - b) + c * Real.log T
```

The next two definitions are $S_0$ and $F_0$ from the derivation above.

```lean
/-- The van der Waals entropy with the additional term `-a/(T²V)`,
for `T > 0` and `V > b ≥ 0`. -/
def berthelotEntropy (a b k c T V : ℝ) : ℝ := vdwEntropy b k c T V - a / (T ^ 2 * V)

/-- The function `-kT log(V-b) - a/(TV) - c(T log T - T)`,
for `T > 0` and `V > b ≥ 0`. -/
def berthelotFreeEnergy (a b k c T V : ℝ) : ℝ :=
  -(k * T * Real.log (V - b)) - a / (T * V) - c * (T * Real.log T - T)
```

The predicate `IsFreeEnergy b p S F` connects these functions to thermodynamics. `HasDerivAt f f' x` means that `f` is differentiable at `x` with derivative `f'`. The predicate requires this in each variable separately, with the other held fixed, at every state with `0 < T` and `b < V`. It fixes the sign convention $dF=-S\,dT-p\,dV$, and it asks for neither continuity of $F$ in both variables jointly nor second derivatives. Particle number is not a variable, and no condition of thermodynamic stability is imposed.

```lean
/-- `F` is a Helmholtz free energy for the pressure `p` and the entropy `S`:
`∂F/∂V = -p` and `∂F/∂T = -S` at all `T > 0`, `V > b`. -/
def IsFreeEnergy (b : ℝ) (p S F : ℝ → ℝ → ℝ) : Prop :=
  ∀ T V, 0 < T → b < V →
    HasDerivAt (fun v => F T v) (-p T V) V ∧ HasDerivAt (fun t => F t V) (-S T V) T
```

## The two sides of the Maxwell relation

The first theorem has three parts: the value of $\partial p/\partial T$, the value of $\partial S/\partial V$, and the fact that these values differ when `a ≠ 0`. It is a statement about the two given functions at one arbitrary state, and no free energy occurs in it.

```lean
/-- For the Berthelot pressure and the van der Waals entropy, `∂p/∂T` and `∂S/∂V`
differ by `a/(T²V²)`, so the Maxwell relation fails at every state when `a ≠ 0`. -/
theorem maxwell_relation_fails {a b T V : ℝ} (k c : ℝ) (ha : a ≠ 0) (hb : 0 ≤ b)
    (hT : 0 < T) (hV : b < V) :
    HasDerivAt (fun t => berthelotPressure a b k t V)
        (k / (V - b) + a / (T ^ 2 * V ^ 2)) T ∧
      HasDerivAt (fun v => vdwEntropy b k c T v) (k / (V - b)) V ∧
      k / (V - b) + a / (T ^ 2 * V ^ 2) ≠ k / (V - b) := by
  have hV0 : 0 < V := lt_of_le_of_lt hb hV
  have hVb : V - b ≠ 0 := (sub_pos.mpr hV).ne'
  refine ⟨?_, ?_, ?_⟩
  · have h := ((hasDerivAt_id' T).const_mul (k / (V - b))).fun_sub
      ((hasDerivAt_inv hT.ne').const_mul (a / V ^ 2))
    have hf : (fun t => berthelotPressure a b k t V) =
        fun t => k / (V - b) * t - a / V ^ 2 * t⁻¹ := by
      funext t
      simp only [berthelotPressure]
      ring
    rw [hf]
    exact h.congr_deriv (by ring)
  · have h := ((((hasDerivAt_id' V).sub_const b).log hVb).const_mul k).add_const
      (c * Real.log T)
    exact h.congr_deriv (by ring)
  · intro h
    have h0 : a / (T ^ 2 * V ^ 2) ≠ 0 :=
      div_ne_zero ha (mul_pos (pow_pos hT 2) (pow_pos hV0 2)).ne'
    exact h0 (by linarith)
```

For the first part, the pressure is rewritten as a constant times `t` minus a constant times `t⁻¹`, and the standard derivatives are combined. The step `congr_deriv` replaces the derivative obtained in this way by the stated expression, and `ring` confirms that the two are equal. The second part differentiates the logarithm, which requires $V-b\neq0$. In the third part, equality of the two values would make $a/(T^2V^2)$ zero, although its numerator and denominator are both nonzero.

## Equal pressures fix entropy differences between volumes

The next theorem is the comparison of two free energies, for an arbitrary pressure `p` and arbitrary entropies `S` and `S₀`. It says that $S-S_0$ takes the same value at `V` and at `W` when the temperature is the same.

```lean
/-- Two entropies that belong to the same pressure differ by an amount that does not depend on the
volume. -/
theorem entropy_difference_volume_independent {b T V W : ℝ} {p S S₀ F F₀ : ℝ → ℝ → ℝ}
    (h : IsFreeEnergy b p S F) (h₀ : IsFreeEnergy b p S₀ F₀)
    (hT : 0 < T) (hV : b < V) (hW : b < W) :
    S T V - S₀ T V = S T W - S₀ T W := by
  -- At fixed temperature the difference of the free energies has zero volume derivative.
  have hc : ∀ t, 0 < t → F t V - F₀ t V = F t W - F₀ t W := by
    intro t ht
    have hd : ∀ v ∈ Set.Ioi b,
        HasDerivWithinAt (fun v => F t v - F₀ t v) 0 (Set.Ioi b) v := by
      intro v hv
      have h1 := (h t v ht hv).1.fun_sub (h₀ t v ht hv).1
      exact (h1.congr_deriv (by ring)).hasDerivWithinAt
    have hn := (convex_Ioi b).norm_image_sub_le_of_norm_hasDerivWithin_le
      (f' := fun _ => (0 : ℝ)) (C := 0) hd (fun v _ => by simp) hW hV
    rw [zero_mul, norm_le_zero_iff] at hn
    exact sub_eq_zero.mp hn
  -- Differentiate this identity with respect to temperature.
  have hVd := (h T V hT hV).2.fun_sub (h₀ T V hT hV).2
  have hWd := (h T W hT hW).2.fun_sub (h₀ T W hT hW).2
  have he : (fun t => F t V - F₀ t V) =ᶠ[nhds T] (fun t => F t W - F₀ t W) := by
    filter_upwards [Ioi_mem_nhds hT] with t ht using hc t ht
  have hu := hVd.unique (hWd.congr_of_eventuallyEq he)
  linarith
```

The intermediate claim `hc` is the identity for $F-F_0$ at two volumes. Its proof applies the mean value inequality on the half-line `Set.Ioi b`, that is, on all volumes above $b$. A derivative bounded by `0` there forces the difference between the two values to vanish.

The second half differentiates with respect to temperature. The identity `hc` holds for all positive temperatures, hence in a neighbourhood of `T`, which is what `he` records. Two functions that agree near `T` have the same derivative at `T`, and `hVd.unique` then equates the two entropy differences.

## The entropy that belongs to the Berthelot pressure

The following theorem verifies that $F_0$ has the Berthelot pressure and the entropy $S_0$. The hypothesis `0 ≤ b` ensures that $V>0$ throughout the domain, so the attraction term is never singular.

```lean
/-- The explicit Berthelot free energy yields the Berthelot pressure together with
the entropy `k log(V-b) + c log T - a/(T²V)`. -/
theorem berthelot_isFreeEnergy (a k c : ℝ) {b : ℝ} (hb : 0 ≤ b) :
    IsFreeEnergy b (berthelotPressure a b k) (berthelotEntropy a b k c)
      (berthelotFreeEnergy a b k c) := by
  intro T V hT hV
  have hV0 : 0 < V := lt_of_le_of_lt hb hV
  have hVb : V - b ≠ 0 := (sub_pos.mpr hV).ne'
  constructor
  · have h := (((((hasDerivAt_id' V).sub_const b).log hVb).const_mul (-(k * T))).fun_sub
      ((hasDerivAt_inv hV0.ne').const_mul (a / T))).sub_const (c * (T * Real.log T - T))
    have hf : (fun v => berthelotFreeEnergy a b k c T v) = fun v =>
        -(k * T) * Real.log (v - b) - a / T * v⁻¹ - c * (T * Real.log T - T) := by
      funext v
      simp only [berthelotFreeEnergy]
      ring
    rw [hf]
    exact h.congr_deriv (by simp only [berthelotPressure]; ring)
  · have h := (((hasDerivAt_id' T).const_mul (-(k * Real.log (V - b)))).fun_sub
      ((hasDerivAt_inv hT.ne').const_mul (a / V))).fun_sub
      (((Real.hasDerivAt_mul_log hT.ne').fun_sub (hasDerivAt_id' T)).const_mul c)
    have hf : (fun t => berthelotFreeEnergy a b k c t V) = fun t =>
        -(k * Real.log (V - b)) * t - a / V * t⁻¹ - c * (t * Real.log t - t) := by
      funext t
      simp only [berthelotFreeEnergy]
      ring
    rw [hf]
    exact h.congr_deriv (by simp only [berthelotEntropy, vdwEntropy]; ring)
```

The two bullets are the two partial derivatives computed above. In each, the free energy is first written as a sum of functions of the active variable with constant coefficients. `Real.hasDerivAt_mul_log` supplies the derivative of $T\log T$, which is $\log T+1$; subtracting the derivative of $T$ leaves $\log T$.

## A common free energy exists exactly when $a=0$

The main theorem places no restriction on the signs of `a`, `k` and `c`. The quantifier `∃ F` ranges over all real functions of two real variables, so its failure for $a\neq0$ rules out every candidate, whether or not it has a closed formula.

```lean
/-- The Berthelot pressure and the van der Waals entropy derive from a common
free energy if and only if the attraction parameter `a` vanishes. -/
theorem exists_freeEnergy_iff (a k c : ℝ) {b : ℝ} (hb : 0 ≤ b) :
    (∃ F, IsFreeEnergy b (berthelotPressure a b k) (vdwEntropy b k c) F) ↔ a = 0 := by
  constructor
  · rintro ⟨F, hF⟩
    -- Compare with the consistent entropy at the volumes b + 1 and b + 2.
    have h := entropy_difference_volume_independent (T := 1) (V := b + 1) (W := b + 2)
      hF (berthelot_isFreeEnergy a k c hb) one_pos (by linarith) (by linarith)
    simp only [berthelotEntropy, one_pow, one_mul, sub_sub_cancel] at h
    have h1 : b + 1 ≠ 0 := by positivity
    have h2 : b + 2 ≠ 0 := by positivity
    rw [div_eq_div_iff h1 h2] at h
    linarith
  · rintro rfl
    have h := berthelot_isFreeEnergy 0 k c hb
    have hS : berthelotEntropy 0 b k c = vdwEntropy b k c := by
      funext T V
      simp [berthelotEntropy]
    rw [hS] at h
    exact ⟨_, h⟩
```

In the forward direction, the comparison theorem is applied to the hypothetical `F` and the explicit free energy at `T := 1`, `V := b + 1` and `W := b + 2`. The van der Waals parts cancel, `div_eq_div_iff` performs the cross-multiplication, and `linarith` concludes that $a=0$. In the reverse direction, setting $a=0$ makes `berthelotEntropy` equal to `vdwEntropy`, and the explicit free energy is the witness.

## The volume dependence of every compatible entropy

The last theorem takes any entropy `S` that has a common free energy with the Berthelot pressure and determines its dependence on volume. Only a function `s` of temperature remains free.

```lean
/-- Every entropy compatible with the Berthelot pressure has the form
`k log(V-b) - a/(T²V) + s(T)` for some function `s` of temperature alone. -/
theorem berthelot_entropy_form {a b k : ℝ} {S F : ℝ → ℝ → ℝ} (hb : 0 ≤ b)
    (hF : IsFreeEnergy b (berthelotPressure a b k) S F) :
    ∃ s : ℝ → ℝ, ∀ T V, 0 < T → b < V →
      S T V = k * Real.log (V - b) - a / (T ^ 2 * V) + s T := by
  refine ⟨fun T => S T (b + 1) - berthelotEntropy a b k 0 T (b + 1), ?_⟩
  intro T V hT hV
  have h := entropy_difference_volume_independent (W := b + 1)
    hF (berthelot_isFreeEnergy a k 0 hb) hT hV (by linarith)
  have e : berthelotEntropy a b k 0 T V =
      k * Real.log (V - b) - a / (T ^ 2 * V) := by
    simp only [berthelotEntropy, vdwEntropy]
    ring
  linarith [h, e]

end BerthelotConsistency
```

The proof constructs `s` by comparing `S` with the explicit entropy for $c=0$ at the reference volume $b+1$. The comparison theorem carries this difference to any other volume `V`, and `e` writes out the explicit entropy. The implication runs in one direction: it gives the form of a compatible entropy, and does not say which functions `s` can occur.

```lean
#print axioms BerthelotConsistency.maxwell_relation_fails
#print axioms BerthelotConsistency.exists_freeEnergy_iff
#print axioms BerthelotConsistency.berthelot_entropy_form
```

```
'BerthelotConsistency.maxwell_relation_fails' depends on axioms: [propext, Classical.choice, Quot.sound]
'BerthelotConsistency.exists_freeEnergy_iff' depends on axioms: [propext, Classical.choice, Quot.sound]
'BerthelotConsistency.berthelot_entropy_form' depends on axioms: [propext, Classical.choice, Quot.sound]
```
